# In a state space of two or more dimensions, the sign of $1+q\|p\|^2$ decides whether a one-projector ultrasoft overlap guarantees real energies

An ultrasoft pseudopotential replaces the rapidly varying wave function near a nucleus by a smooth one, and the smooth function need not carry the same norm inside the augmentation sphere. The difference is put back through an overlap operator, so the energies come from a generalized eigenvalue problem $Hx = zSx$. The augmentation charge in $S$ is the all-electron norm minus the smooth norm inside the sphere, and it can be negative. If it is negative enough, some states acquire a negative generalized norm $\langle x,Sx\rangle$. Are the energies then still real?

For one projector the overlap is
$$S = 1 + q\,|p\rangle\langle p| ,\qquad Sx = x + q\langle p,x\rangle\,p ,$$
where $p$ is the projector function, $q$ is the real augmentation charge, and the inner product is linear in its second argument. Write $a = 1+q\|p\|^2$. Two statements hold:

- $S$ is positive definite if and only if $a>0$.
- In a state space of finite dimension at least two, every $z$ in $Hx=zSx$ with $Sx\neq0$ is real, for every Hermitian $H$, if and only if $a\ge 0$.

## Where a code uses the sign of $a$

Dense solvers for the generalized Hermitian problem commonly begin with a Cholesky factorization of the overlap matrix, which requires a positive definite matrix. Orthonormalizing trial states with respect to $S$ also divides by $\sqrt{\langle x,Sx\rangle}$. In the one-projector model in a finite basis, a single number decides both whether the overlap matrix is positive definite and whether every nonzero trial state can be normalized in this way: each holds exactly when $a>0$. Particular trial states, such as those orthogonal to $p$, can have a positive generalized norm even when $a<0$.

The vector $p$ in this test is the projector as the basis represents it. In an orthonormal plane-wave basis, $\|p\|^2$ is the sum of the squared moduli of the retained coefficients. It can only grow when plane waves are added, so for fixed $q<0$ a higher cutoff can carry $a$ from positive to negative.

The case $a=0$ separates the two criteria. There $p\neq0$, since $p=0$ would give $a=1$, and $Sp = a\,p = 0$, so the overlap is singular and not positive definite, yet the energies with $Sx\neq0$ are still real. The condition $Sx\ne0$ matters here: with $H=0$ and $x=p$ the equation reads $0=z\cdot 0$, which every complex $z$ satisfies.

## From the generalized norm to the energies

**Two identities.** Taking the inner product of $Sx$ with $x$ and with $p$ gives
$$\langle x,Sx\rangle = \|x\|^2 + q\langle p,x\rangle\langle x,p\rangle = \|x\|^2+q|\langle p,x\rangle|^2,$$
$$\langle p,Sx\rangle = \langle p,x\rangle + q\langle p,x\rangle\|p\|^2 = a\langle p,x\rangle .$$
Since $q$ is real, $S$ is Hermitian.

**Positive definiteness.** Suppose $\langle x,Sx\rangle>0$ for all $x\neq0$. If $p=0$, then $a=1$. If $p\ne0$, the choice $x=p$ gives $\langle p,Sp\rangle = \|p\|^2+q\|p\|^4 = a\|p\|^2>0$, so $a>0$.

Conversely, let $a>0$ and $x\neq0$. If $q\ge0$, then $\langle x,Sx\rangle\ge\|x\|^2>0$. If $q\le0$, the Cauchy–Schwarz inequality $|\langle p,x\rangle|^2\le\|p\|^2\|x\|^2$ is reversed on multiplication by $q$, and
$$\langle x,Sx\rangle \ge \|x\|^2+q\|p\|^2\|x\|^2 = a\|x\|^2>0 .$$

**Real energies when $a\ge0$.** Let $\langle x,Sx\rangle=0$, which means $q|\langle p,x\rangle|^2=-\|x\|^2$. Then
$$\|Sx\|^2=\langle x,S(Sx)\rangle=\langle x,Sx\rangle+q\langle p,Sx\rangle\langle x,p\rangle
= q\,a\,|\langle p,x\rangle|^2=-a\|x\|^2\le0 ,$$
so $Sx=0$. A state with $Sx\neq0$ therefore has $\langle x,Sx\rangle\neq0$. If $Hx=zSx$ for such a state, then
$$\langle x,Hx\rangle=z\langle x,Sx\rangle .$$
The left side is real because $H$ is Hermitian, and $\langle x,Sx\rangle$ is real and nonzero, so $z$ is real.

**Complex energies when $a<0$.** Now $p\neq0$, since $p=0$ would give $a=1$. In dimension at least two there is a vector $u\ne0$ with $\langle p,u\rangle=0$. Choose a real $t$ with $t^2\|u\|^2=-a\|p\|^2$, which is possible because the right side is positive, and set $x=p+tu$. Then $\langle p,x\rangle=\|p\|^2$, and
$$\langle x,Sx\rangle=\|p\|^2+t^2\|u\|^2+q\|p\|^4=a\|p\|^2+t^2\|u\|^2=0 .$$
But $\langle p,Sx\rangle=a\|p\|^2\neq0$, so $Sx\neq0$, and hence $x\neq0$.

Take any complex $z$ and put $v=zSx$. Then $\langle x,v\rangle=z\langle x,Sx\rangle=0$, so $\langle v,x\rangle=0$ as well. The operator
$$H=\frac{|v\rangle\langle x|+|x\rangle\langle v|}{\|x\|^2}$$
is Hermitian, and $Hx=v=zSx$. The choice $z=i$ gives a Hermitian $H$ with a non-real energy.

## The same steps as Lean lemmas

`overlap` defines $S$ as a linear map. `overlap_form` and `inner_projector` are the two identities, and `overlap_symm` is Hermiticity.

`posDef_iff` follows the argument above: it treats $p=0$ separately, tests with $p$ otherwise, and for the converse splits on the sign of $q$ with `le_total 0 q`. The Cauchy–Schwarz bound enters as `cs`, and `nlinarith` combines the inequalities.

`overlap_eq_zero` proves $Sx=0$ from $\langle x,Sx\rangle=0$ and $a\ge0$. Its step `key` is the formula $\|Sx\|^2=-a\|x\|^2$, obtained by `linear_combination` from $a$ times the zero-norm equation.

`exists_null` builds $x=p+tu$. It finds $u$ by contradiction: if no nonzero vector were orthogonal to $p$, the map $x\mapsto\langle p,x\rangle$ into $\mathbb C$ would be injective, and the dimension would be at most one. `every_complex_energy` then constructs $H$, with the real number `r` standing for $1/\|x\|^2$.

`real_energies_iff` joins the two directions. It applies `every_complex_energy` to `Complex.I` in one of them. In the other it takes the imaginary part of $\langle x,Hx\rangle=z\langle x,Sx\rangle$ and cancels the nonzero generalized norm.

```lean
import Mathlib

open scoped InnerProductSpace ComplexConjugate

noncomputable section

namespace UltrasoftOverlap

variable {E : Type*} [NormedAddCommGroup E] [InnerProductSpace ℂ E]

/-- The ultrasoft overlap operator `S = 1 + q |p⟩⟨p|` with one projector `p` and a real
augmentation charge `q`. -/
def overlap (q : ℝ) (p : E) : E →ₗ[ℂ] E where
  toFun x := x + ((q : ℂ) * ⟪p, x⟫_ℂ) • p
  map_add' x y := by
    simp only [inner_add_right]
    module
  map_smul' c x := by
    simp only [inner_smul_right, RingHom.id_apply]
    module

/-- The overlap sends `x` to `x + q ⟨p, x⟩ p`; the vector `p` need not be normalized. -/
theorem overlap_apply (q : ℝ) (p x : E) :
    overlap q p x = x + ((q : ℂ) * ⟪p, x⟫_ℂ) • p := rfl

/-- The inner product of a state with itself is its squared norm, a real number. -/
theorem inner_self_real (x : E) : ⟪x, x⟫_ℂ = ((‖x‖ ^ 2 : ℝ) : ℂ) :=
  (inner_self_eq_norm_sq_to_K (𝕜 := ℂ) x).trans (Complex.ofReal_pow ‖x‖ 2).symm

/-- The generalized norm of a state is `⟨x, S x⟩ = ‖x‖² + q |⟨p, x⟩|²`. -/
theorem overlap_form (q : ℝ) (p x : E) :
    ⟪x, overlap q p x⟫_ℂ = ((‖x‖ ^ 2 + q * ‖⟪p, x⟫_ℂ‖ ^ 2 : ℝ) : ℂ) := by
  have h : ⟪p, x⟫_ℂ * ⟪x, p⟫_ℂ = ((‖⟪p, x⟫_ℂ‖ ^ 2 : ℝ) : ℂ) := by
    rw [← inner_conj_symm x p, Complex.mul_conj, Complex.normSq_eq_norm_sq]
  rw [overlap_apply, inner_add_right, inner_smul_right, inner_self_real x,
    Complex.ofReal_add, Complex.ofReal_mul, ← h]
  ring

/-- The ultrasoft overlap is Hermitian. -/
theorem overlap_symm (q : ℝ) (p : E) : (overlap q p).IsSymmetric := by
  intro x y
  simp only [overlap_apply, inner_add_left, inner_add_right, inner_smul_left,
    inner_smul_right, map_mul, Complex.conj_ofReal, inner_conj_symm]
  ring

/-- Applying the overlap to `x` multiplies the inner product `⟨p, x⟩` by `1 + q ‖p‖²`. -/
theorem inner_projector (q : ℝ) (p x : E) :
    ⟪p, overlap q p x⟫_ℂ = ((1 + q * ‖p‖ ^ 2 : ℝ) : ℂ) * ⟪p, x⟫_ℂ := by
  rw [overlap_apply, inner_add_right, inner_smul_right, inner_self_real p]
  push_cast
  ring

/-- The ultrasoft overlap is positive definite if and only if `1 + q ‖p‖² > 0`. -/
theorem posDef_iff (q : ℝ) (p : E) :
    (∀ x : E, x ≠ 0 → 0 < (⟪x, overlap q p x⟫_ℂ).re) ↔ 0 < 1 + q * ‖p‖ ^ 2 := by
  simp only [overlap_form, Complex.ofReal_re]
  constructor
  · intro h
    by_cases hp : p = 0
    · simp [hp]
    · -- the projector itself is the test vector
      have h1 := h p hp
      have hn : ‖⟪p, p⟫_ℂ‖ = ‖p‖ ^ 2 := by
        rw [inner_self_real, Complex.norm_real, Real.norm_of_nonneg (sq_nonneg _)]
      rw [hn] at h1
      have hpos : 0 < ‖p‖ ^ 2 := pow_pos (norm_pos_iff.mpr hp) 2
      have h2 : 0 < ‖p‖ ^ 2 * (1 + q * ‖p‖ ^ 2) := by nlinarith
      exact (mul_pos_iff_of_pos_left hpos).mp h2
  · intro h x hx
    have cs : ‖⟪p, x⟫_ℂ‖ ^ 2 ≤ ‖p‖ ^ 2 * ‖x‖ ^ 2 := by
      rw [← mul_pow]
      exact pow_le_pow_left₀ (norm_nonneg _) (norm_inner_le_norm p x) 2
    have hxp : 0 < ‖x‖ ^ 2 := pow_pos (norm_pos_iff.mpr hx) 2
    rcases le_total 0 q with hq | hq
    · have h1 := mul_nonneg hq (sq_nonneg ‖⟪p, x⟫_ℂ‖)
      linarith
    · -- a negative charge costs most along the projector
      have h2 := mul_le_mul_of_nonpos_left cs hq
      have h3 := mul_pos h hxp
      nlinarith

/-- If `1 + q ‖p‖² ≥ 0`, a state of zero generalized norm is annihilated by the overlap. -/
theorem overlap_eq_zero {q : ℝ} {p x : E} (h : 0 ≤ 1 + q * ‖p‖ ^ 2)
    (hx : ⟪x, overlap q p x⟫_ℂ = 0) : overlap q p x = 0 := by
  have hq : ((‖x‖ ^ 2 : ℝ) : ℂ) + (q : ℂ) * ⟪p, x⟫_ℂ * ⟪x, p⟫_ℂ = 0 := by
    rw [← hx, overlap_apply, inner_add_right, inner_smul_right, inner_self_real x]
  -- the squared length of `S x` is `-(1 + q ‖p‖²) ‖x‖²`
  have key : ((‖overlap q p x‖ ^ 2 : ℝ) : ℂ)
      = ((-((1 + q * ‖p‖ ^ 2) * ‖x‖ ^ 2) : ℝ) : ℂ) := by
    rw [← inner_self_real (overlap q p x), overlap_symm q p x (overlap q p x),
      overlap_apply q p (overlap q p x), inner_add_right, inner_smul_right, hx,
      inner_projector]
    push_cast at hq ⊢
    linear_combination (1 + (q : ℂ) * (‖p‖ : ℂ) ^ 2) * hq
  have k := Complex.ofReal_injective key
  have h0 : ‖overlap q p x‖ ^ 2 = 0 :=
    le_antisymm (by linarith [mul_nonneg h (sq_nonneg ‖x‖)]) (sq_nonneg _)
  exact norm_eq_zero.mp ((pow_eq_zero_iff two_ne_zero).mp h0)

/-- In finite dimension at least two, if `1 + q ‖p‖² < 0` there is a state of zero
generalized norm that the overlap does not annihilate. -/
theorem exists_null {q : ℝ} {p : E} (hE : 2 ≤ Module.finrank ℂ E)
    (h : 1 + q * ‖p‖ ^ 2 < 0) :
    ∃ x : E, ⟪x, overlap q p x⟫_ℂ = 0 ∧ overlap q p x ≠ 0 := by
  -- a direction orthogonal to the projector
  obtain ⟨u, hu, hpu⟩ : ∃ u : E, u ≠ 0 ∧ ⟪p, u⟫_ℂ = 0 := by
    by_contra hcon
    let f : E →ₗ[ℂ] ℂ :=
      { toFun := fun x => ⟪p, x⟫_ℂ
        map_add' := fun x y => inner_add_right p x y
        map_smul' := fun c x => by simp }
    have hf : Function.Injective f := by
      rw [injective_iff_map_eq_zero]
      intro u hu
      by_contra hne
      exact hcon ⟨u, hne, hu⟩
    have h1 := LinearMap.finrank_le_finrank_of_injective hf
    rw [Module.finrank_self] at h1
    omega
  have hp : p ≠ 0 := by
    intro h0
    rw [h0] at h
    norm_num at h
  have hP : 0 < ‖p‖ ^ 2 := pow_pos (norm_pos_iff.mpr hp) 2
  have hneg := mul_neg_of_neg_of_pos h hP
  have hU : ‖u‖ ^ 2 ≠ 0 := pow_ne_zero 2 (norm_ne_zero_iff.mpr hu)
  -- the admixture of `u` that balances the negative norm of `p`
  obtain ⟨t, ht⟩ : ∃ t : ℝ, t ^ 2 * ‖u‖ ^ 2 = -((1 + q * ‖p‖ ^ 2) * ‖p‖ ^ 2) :=
    ⟨√(-((1 + q * ‖p‖ ^ 2) * ‖p‖ ^ 2)) / ‖u‖, by
      rw [div_pow, Real.sq_sqrt (by linarith), div_mul_cancel₀ _ hU]⟩
  have htc : (t : ℂ) ^ 2 * (‖u‖ : ℂ) ^ 2
      = -((1 + (q : ℂ) * (‖p‖ : ℂ) ^ 2) * (‖p‖ : ℂ) ^ 2) := by exact_mod_cast ht
  have hup : ⟪u, p⟫_ℂ = 0 := by rw [← inner_conj_symm, hpu, map_zero]
  have hpx : ⟪p, p + (t : ℂ) • u⟫_ℂ = ((‖p‖ ^ 2 : ℝ) : ℂ) := by
    rw [inner_add_right, inner_smul_right, hpu, inner_self_real, mul_zero, add_zero]
  refine ⟨p + (t : ℂ) • u, ?_, ?_⟩
  · rw [overlap_apply, hpx]
    simp only [inner_add_left, inner_add_right, inner_smul_left, inner_smul_right,
      hpu, hup, inner_self_real, Complex.conj_ofReal]
    push_cast
    linear_combination htc
  · intro h0
    have h1 := inner_projector q p (p + (t : ℂ) • u)
    rw [h0, inner_zero_right, hpx, ← Complex.ofReal_mul] at h1
    have h2 := Complex.ofReal_eq_zero.mp h1.symm
    linarith

/-- In finite dimension at least two, if `1 + q ‖p‖² < 0` then every complex number `z` is a
generalized energy, `H x = z S x` with `S x ≠ 0`, of some Hermitian `H`. -/
theorem every_complex_energy {q : ℝ} {p : E} (hE : 2 ≤ Module.finrank ℂ E)
    (h : 1 + q * ‖p‖ ^ 2 < 0) (z : ℂ) :
    ∃ H : E →ₗ[ℂ] E, H.IsSymmetric ∧
      ∃ x : E, overlap q p x ≠ 0 ∧ H x = z • overlap q p x := by
  obtain ⟨x, hx, hS⟩ := exists_null hE h
  have hx0 : x ≠ 0 := fun h0 => hS (by rw [h0, map_zero])
  obtain ⟨v, hv⟩ : ∃ v : E, v = z • overlap q p x := ⟨_, rfl⟩
  have hvx : ⟪v, x⟫_ℂ = 0 := by
    rw [← inner_conj_symm, hv, inner_smul_right, hx, mul_zero, map_zero]
  obtain ⟨r, hr⟩ : ∃ r : ℝ, r * ‖x‖ ^ 2 = 1 :=
    ⟨(‖x‖ ^ 2)⁻¹, inv_mul_cancel₀ (pow_ne_zero 2 (norm_ne_zero_iff.mpr hx0))⟩
  -- the Hamiltonian `(|v⟩⟨x| + |x⟩⟨v|) / ‖x‖²` sends `x` to `v`
  let H : E →ₗ[ℂ] E :=
    { toFun := fun y => (r : ℂ) • (⟪x, y⟫_ℂ • v + ⟪v, y⟫_ℂ • x)
      map_add' := fun y w => by
        simp only [inner_add_right]
        module
      map_smul' := fun c y => by
        simp only [inner_smul_right, RingHom.id_apply]
        module }
  refine ⟨H, fun y w => ?_, x, hS, ?_⟩
  · change ⟪(r : ℂ) • (⟪x, y⟫_ℂ • v + ⟪v, y⟫_ℂ • x), w⟫_ℂ
      = ⟪y, (r : ℂ) • (⟪x, w⟫_ℂ • v + ⟪v, w⟫_ℂ • x)⟫_ℂ
    simp only [inner_smul_left, inner_smul_right, inner_add_left, inner_add_right,
      Complex.conj_ofReal, inner_conj_symm]
    ring
  · change (r : ℂ) • (⟪x, x⟫_ℂ • v + ⟪v, x⟫_ℂ • x) = z • overlap q p x
    rw [hvx, inner_self_real, zero_smul, add_zero, smul_smul, ← Complex.ofReal_mul, hr,
      Complex.ofReal_one, one_smul, hv]

/-- In finite dimension at least two, the generalized energies `z` in `H x = z S x` with
`S x ≠ 0` are real for every Hermitian `H` if and only if `1 + q ‖p‖² ≥ 0`. -/
theorem real_energies_iff (q : ℝ) (p : E) (hE : 2 ≤ Module.finrank ℂ E) :
    (∀ H : E →ₗ[ℂ] E, H.IsSymmetric → ∀ (x : E) (z : ℂ),
      overlap q p x ≠ 0 → H x = z • overlap q p x → z.im = 0)
      ↔ 0 ≤ 1 + q * ‖p‖ ^ 2 := by
  constructor
  · intro hreal
    by_contra hc
    -- an indefinite overlap admits the energy `i`
    obtain ⟨H, hH, x, hS, hx⟩ := every_complex_energy hE (not_le.mp hc) Complex.I
    have h1 := hreal H hH x Complex.I hS hx
    simp at h1
  · intro h H hH x z hS hx
    have hs : ‖x‖ ^ 2 + q * ‖⟪p, x⟫_ℂ‖ ^ 2 ≠ 0 := fun h0 =>
      hS (overlap_eq_zero h (by rw [overlap_form, h0, Complex.ofReal_zero]))
    -- the expectation value of `H` is real, and so is the generalized norm
    have h1 : conj ⟪x, H x⟫_ℂ = ⟪x, H x⟫_ℂ := by
      rw [inner_conj_symm]
      exact hH x x
    have h2 := Complex.conj_eq_iff_im.mp h1
    rw [hx, inner_smul_right, overlap_form, Complex.im_mul_ofReal] at h2
    exact (mul_eq_zero.mp h2).resolve_right hs

end UltrasoftOverlap
```

```lean
#print axioms UltrasoftOverlap.posDef_iff
-- 'UltrasoftOverlap.posDef_iff' depends on axioms: [propext, Classical.choice, Quot.sound]
#print axioms UltrasoftOverlap.real_energies_iff
-- 'UltrasoftOverlap.real_energies_iff' depends on axioms: [propext, Classical.choice, Quot.sound]
```

## One projector, all Hermitian operators

The states live in `E`, a complex inner-product space, of which $\mathbb C^n$ with its usual inner product is a special case. The charge `q : ℝ` is real by its type, and `p : E` is any vector, not necessarily normalized. `H.IsSymmetric` says that $\langle Hx,y\rangle=\langle x,Hy\rangle$ for all $x$ and $y$; in an orthonormal basis this is a Hermitian matrix.

Read in words, `posDef_iff` says that the real part of $\langle x,Sx\rangle$ is positive for every nonzero $x$ exactly when $0<1+q\|p\|^2$. By `overlap_form` that inner product is already real. There is no condition on the dimension.

`real_energies_iff` assumes `2 ≤ Module.finrank ℂ E`. This also makes the space finite-dimensional, because `finrank` returns zero for an infinite-dimensional one. The theorem says that the following are equivalent: $a\ge0$; and, for every symmetric `H`, every `x` and every complex `z`, the conditions `overlap q p x ≠ 0` and `H x = z • overlap q p x` imply `z.im = 0`. In dimension one the equivalence fails. There $a<0$ makes $S$ a negative number, $H$ is a real number, and their ratio is real.

For a simulation code, the two directions have different force. If $a\ge0$, real energies are guaranteed for whatever Hermitian $H$ the code assembles, so a complex energy with $Sx\neq0$ points to rounding, to a non-Hermitian $H$, or to an overlap that is not of this form. If $a<0$, the guarantee is lost, but a given Hamiltonian may still have only real energies. With $H=1$, for example, they are $1$ and $1/a$. The operator in `every_complex_energy` is built to produce the chosen $z$ and is not derived from an atomic potential.

The theorems treat a fixed $H$ and a single projector. Production ultrasoft overlaps sum over several projectors per atom and over many atoms, with a matrix of charges, and the sign of one number per projector does not settle that case in general. Self-consistency, in which $H$ depends on its own solutions, is absent too, as is any statement about minimizing $\langle x,Hx\rangle/\langle x,Sx\rangle$ when $S$ is indefinite.

Nor do the theorems give a safe numerical margin. A very small positive $a$ satisfies the criterion for positive definiteness, but the overlap is then nearly singular along $p$, and a factorization in floating-point numbers can lose accuracy or fail.
